# On touching fcc spheres, lowering $RK_{\max}$ from 8 to 7 and adding local orbitals up to $L$ shrinks the estimated basis exactly when $L\le 3$

For one atom per fcc cell with touching muffin-tin spheres, lower $RK_{\max}$ from 8 to 7 and add one local orbital for each $(l,m)$ with $l\le L$. The continuum estimate of the basis size then falls if and only if $L\le 3$.

Here $R$ is the sphere radius and $K_{\max}$ the plane-wave cutoff, written $K$ below. The step from 8 to 7 stands for the lower cutoff that APW+lo may allow compared with LAPW. It is an input, and the result compares basis sizes, not accuracy.

```lean
import Mathlib

open Matrix Real

namespace APWLocalOrbitalBasisSize

noncomputable section
```

Let $a$ be the cubic lattice constant. The rows of `fccCell a` are the primitive vectors.

```lean
/-- The primitive cell of the fcc lattice with cubic lattice constant `a`; the rows are the
primitive lattice vectors. -/
def fccCell (a : ℝ) : Matrix (Fin 3) (Fin 3) ℝ :=
  !![0, a / 2, a / 2; a / 2, 0, a / 2; a / 2, a / 2, 0]
```

Integer coordinates $n=(n_0,n_1,n_2)$ give a lattice vector as a row vector times this matrix.

```lean
/-- The fcc lattice vector with integer coordinates `n` in the primitive basis. -/
def latticeVector (a : ℝ) (n : Fin 3 → ℤ) : Fin 3 → ℝ :=
  (fun i => (n i : ℝ)) ᵥ* fccCell a
```

Touching means that the least squared distance between different sites is $(2R)^2$. `IsLeast` requires that this value is attained and that no other value lies below it.

```lean
/-- Spheres of radius `R` on the fcc sites touch: the smallest squared distance between
two different sites is `(2R)²`. -/
def Touching (a R : ℝ) : Prop :=
  IsLeast {d : ℝ | ∃ n : Fin 3 → ℤ, n ≠ 0 ∧ latticeVector a n ⬝ᵥ latticeVector a n = d}
    ((2 * R) ^ 2)
```

For cell volume $V$, the number of plane waves is estimated by dividing the volume of the cutoff ball by $(2\pi)^3/V$. The estimate is a real number, whereas an actual count is an integer that depends on the $k$-point.

```lean
/-- The continuum estimate of the number of plane waves below the cutoff `K` for a cell of
volume `V`: the volume of the cutoff ball divided by the volume `(2π)³/V` per wave vector. -/
def planeWaveCount (V K : ℝ) : ℝ := V * (4 / 3 * π * K ^ 3) / (2 * π) ^ 3
```

For touching fcc spheres this estimate becomes $c\,(RK)^3$, as (d) shows. The constant $c=2\sqrt2/(3\pi^2)$ is called `fccCoeff`.

```lean
/-- The coefficient `c = 2√2/(3π²)`. -/
def fccCoeff : ℝ := 2 * √2 / (3 * π ^ 2)
```

The local orbitals are counted by summing the $2l+1$ values of $m$. `Finset.range (L + 1)` runs over $l=0,\dots,L$.

```lean
/-- The number of local orbitals when one is added for each `(l, m)` with `l ≤ L`. -/
def localOrbitalCount (L : ℕ) : ℕ := ∑ l ∈ Finset.range (L + 1), (2 * l + 1)
```

## (a) Volume of the primitive cell

Show that $\det(\texttt{fccCell}\ a)=a^3/4$. For $a>0$ this determinant is the volume of the primitive cell.

Expanding along the first row gives

$$-\frac a2\left(0-\frac{a^2}{4}\right)+\frac a2\left(\frac{a^2}{4}-0\right)=\frac{a^3}{8}+\frac{a^3}{8}=\frac{a^3}{4}.$$

Lean uses the same $3\times3$ expansion.

```lean
/-- The matrix of primitive fcc lattice vectors has determinant `a³/4`. -/
theorem fccCell_det (a : ℝ) : (fccCell a).det = a ^ 3 / 4 := by
  rw [fccCell, Matrix.det_fin_three]
  simp
  ring
```

## (b) Distance to the nearest neighbour

Show that the least squared length of a lattice vector with $n\neq0$ is $a^2/2$.

The lattice vector is $\frac a2(n_1+n_2,\;n_0+n_2,\;n_0+n_1)$. Its squared length is $\frac{a^2}{2}q$ with

$$q=n_0^2+n_1^2+n_2^2+n_0n_1+n_0n_2+n_1n_2.$$

Since $2q=n_0^2+n_1^2+n_2^2+(n_0+n_1+n_2)^2$, the condition $q\le0$ forces $n=0$. For $n\ne0$ the integer $q$ is therefore at least 1, and $n=(1,0,0)$ attains this value.

In the proof, `key` is the formula for the squared length and `hq` is the bound $q\ge1$. The latter is obtained by contradiction, showing that each $n_i^2$ vanishes.

```lean
/-- The smallest squared distance between different fcc sites is `a²/2`. -/
theorem nearest_neighbour (a : ℝ) :
    IsLeast {d : ℝ | ∃ n : Fin 3 → ℤ, n ≠ 0 ∧ latticeVector a n ⬝ᵥ latticeVector a n = d}
      (a ^ 2 / 2) := by
  -- the squared length is `a²/2` times an integer quadratic form
  have key : ∀ n : Fin 3 → ℤ, latticeVector a n ⬝ᵥ latticeVector a n = a ^ 2 / 2 *
      ((n 0 ^ 2 + n 1 ^ 2 + n 2 ^ 2 + n 0 * n 1 + n 0 * n 2 + n 1 * n 2 : ℤ) : ℝ) := by
    intro n
    simp [latticeVector, fccCell, Matrix.vecMul, dotProduct, Fin.sum_univ_three]
    ring
  constructor
  · refine ⟨![1, 0, 0], ?_, ?_⟩
    · intro h
      have h0 := congrFun h 0
      simp at h0
    · rw [key]
      simp
  · rintro d ⟨n, hn, rfl⟩
    rw [key]
    -- the form is a positive integer unless all coordinates vanish
    have hq : 1 ≤ n 0 ^ 2 + n 1 ^ 2 + n 2 ^ 2 + n 0 * n 1 + n 0 * n 2 + n 1 * n 2 := by
      by_contra hlt
      have hle : n 0 ^ 2 + n 1 ^ 2 + n 2 ^ 2 + n 0 * n 1 + n 0 * n 2 + n 1 * n 2 ≤ 0 := by
        linarith [Int.not_le.mp hlt]
      have hs := sq_nonneg (n 0 + n 1 + n 2)
      have z0 : n 0 ^ 2 = 0 := le_antisymm
        (by nlinarith [sq_nonneg (n 1), sq_nonneg (n 2)]) (sq_nonneg _)
      have z1 : n 1 ^ 2 = 0 := le_antisymm
        (by nlinarith [sq_nonneg (n 0), sq_nonneg (n 2)]) (sq_nonneg _)
      have z2 : n 2 ^ 2 = 0 := le_antisymm
        (by nlinarith [sq_nonneg (n 0), sq_nonneg (n 1)]) (sq_nonneg _)
      apply hn
      funext i
      fin_cases i
      exacts [(pow_eq_zero_iff two_ne_zero).mp z0, (pow_eq_zero_iff two_ne_zero).mp z1,
        (pow_eq_zero_iff two_ne_zero).mp z2]
    exact le_mul_of_one_le_right (by positivity) (by exact_mod_cast hq)
```

## (c) Lattice constant of touching spheres

For $a,R>0$, show that the spheres touch if and only if $a=2\sqrt2\,R$.

A set has at most one least element, so by (b) touching means $(2R)^2=a^2/2$, that is, $a^2=8R^2$. Both lengths are positive, so taking roots gives $a=2\sqrt2\,R$. Squaring gives the converse.

`IsLeast.unique` supplies the first step and `sq_eq_sq₀` the root.

```lean
/-- For positive lattice constant and radius, the fcc spheres touch exactly when
`a = 2√2 R`. -/
theorem touching_iff {a R : ℝ} (ha : 0 < a) (hR : 0 < R) :
    Touching a R ↔ a = 2 * √2 * R := by
  have s : √2 ^ 2 = (2 : ℝ) := Real.sq_sqrt (by norm_num)
  constructor
  · intro h
    have e : (2 * R) ^ 2 = a ^ 2 / 2 := IsLeast.unique h (nearest_neighbour a)
    exact (sq_eq_sq₀ ha.le (by positivity)).mp
      (by linear_combination (-2) * e - 4 * R ^ 2 * s)
  · intro h
    have e : (2 * R) ^ 2 = a ^ 2 / 2 := by
      rw [h]
      linear_combination (-2 * R ^ 2) * s
    unfold Touching
    rw [e]
    exact nearest_neighbour a
```

## (d) Plane waves in terms of $RK$

For touching spheres with $a,R>0$, show that the estimated count is $c\,(RK)^3$.

By (a) and (c), $V=(2\sqrt2R)^3/4=4\sqrt2\,R^3$. Hence

$$\frac{V\cdot\frac43\pi K^3}{(2\pi)^3}=\frac{16\sqrt2\,\pi}{24\pi^3}R^3K^3=\frac{2\sqrt2}{3\pi^2}(RK)^3.$$

The step `hV` is the volume; `field_simp` and `ring` do the cancellation.

```lean
/-- For touching fcc spheres of positive radius, the estimated number of plane waves is
`c (R K)³`. -/
theorem planeWaveCount_fcc {a R : ℝ} (ha : 0 < a) (hR : 0 < R) (h : Touching a R) (K : ℝ) :
    planeWaveCount (fccCell a).det K = fccCoeff * (R * K) ^ 3 := by
  have s : √2 ^ 2 = (2 : ℝ) := Real.sq_sqrt (by norm_num)
  have hV : (2 * √2 * R) ^ 3 / 4 = 4 * √2 * R ^ 3 := by
    linear_combination (2 * √2 * R ^ 3) * s
  have hpi : π ≠ 0 := Real.pi_ne_zero
  rw [fccCell_det, (touching_iff ha hR).mp h, hV]
  unfold planeWaveCount fccCoeff
  field_simp
  ring
```

## (e) Number of local orbitals

Show that $\sum_{l=0}^{L}(2l+1)=(L+1)^2$.

For $L=0$ both sides are 1. Raising $L$ to $L+1$ adds $2(L+1)+1$, and $(L+1)^2+2(L+1)+1=(L+2)^2$. The Lean proof is this induction.

```lean
/-- One local orbital for each `(l, m)` with `l ≤ L` makes `(L+1)²` local orbitals. -/
theorem localOrbitalCount_eq (L : ℕ) : localOrbitalCount L = (L + 1) ^ 2 := by
  unfold localOrbitalCount
  induction L with
  | zero => simp
  | succ n ih =>
    rw [Finset.sum_range_succ, ih]
    ring
```

## (f) Plane waves saved

Show that $16<c\,(8^3-7^3)<16.2$.

The difference of cubes is 169. From $3.14<\pi<3.15$ and $1.414<\sqrt2<1.415$,

$$c\cdot169>\frac{2(1.414)(169)}{3(9.9225)}>16.05,\qquad c\cdot169<\frac{2(1.415)(169)}{3(9.8596)}<16.17.$$

Lean uses the same bounds and clears the positive denominator before comparing.

```lean
/-- Lowering `R K` from 8 to 7 saves between 16 and 16.2 plane waves in the estimate
`c (R K)³`. -/
theorem planeWave_saving :
    16 < fccCoeff * (8 ^ 3 - 7 ^ 3) ∧ fccCoeff * (8 ^ 3 - 7 ^ 3) < 16.2 := by
  have p1 := Real.pi_gt_d2
  have p2 := Real.pi_lt_d2
  have q1 : (1.414 : ℝ) < √2 := Real.lt_sqrt_of_sq_lt (by norm_num)
  have q2 : √2 < (1.415 : ℝ) := (Real.sqrt_lt' (by norm_num)).mpr (by norm_num)
  have r1 : (9.8596 : ℝ) < π ^ 2 := by nlinarith
  have r2 : π ^ 2 < (9.9225 : ℝ) := by nlinarith
  unfold fccCoeff
  rw [div_mul_eq_mul_div]
  constructor
  · rw [lt_div_iff₀ (by positivity)]
    linarith
  · rw [div_lt_iff₀ (by positivity)]
    linarith
```

## (g) Condition for a smaller basis

Let $a,R>0$, let the spheres touch, and let $RK_7=7$ and $RK_8=8$. Writing $N(K)$ for the estimated plane-wave count, show that

$$N(K_7)+\sum_{l=0}^{L}(2l+1)<N(K_8)\iff L\le3.$$

By (d) and (e), the inequality says $(L+1)^2<c\,(8^3-7^3)$. If $L\le3$, the left side is at most 16 and (f) gives the inequality. If $L\ge4$, the left side is at least 25, which exceeds 16.2.

The Lean proof rewrites both counts and then treats these two cases, with `h16` and `h25` as the bounds on the square.

```lean
/-- For touching fcc spheres of positive radius, lowering `R K` from 8 to 7 and adding one
local orbital for each `(l, m)` with `l ≤ L` reduces the estimated basis size exactly when
`L ≤ 3`. -/
theorem basis_reduced_iff {a R K₇ K₈ : ℝ} (ha : 0 < a) (hR : 0 < R) (h : Touching a R)
    (h₇ : R * K₇ = 7) (h₈ : R * K₈ = 8) (L : ℕ) :
    planeWaveCount (fccCell a).det K₇ + (localOrbitalCount L : ℝ)
      < planeWaveCount (fccCell a).det K₈ ↔ L ≤ 3 := by
  rw [planeWaveCount_fcc ha hR h K₇, planeWaveCount_fcc ha hR h K₈, h₇, h₈,
    localOrbitalCount_eq]
  push_cast
  obtain ⟨lo, hi⟩ := planeWave_saving
  constructor
  · intro hlt
    by_contra hL
    have h4 : (4 : ℝ) ≤ L := by exact_mod_cast (by omega : 4 ≤ L)
    -- at least 25 local orbitals against fewer than 16.2 plane waves
    have h25 : (25 : ℝ) ≤ ((L : ℝ) + 1) ^ 2 := by nlinarith
    linarith
  · intro hL
    have h3 : (L : ℝ) ≤ 3 := by exact_mod_cast hL
    have h0 : (0 : ℝ) ≤ L := Nat.cast_nonneg L
    -- at most 16 local orbitals against more than 16 plane waves
    have h16 : ((L : ℝ) + 1) ^ 2 ≤ 16 := by nlinarith
    linarith
```

The equivalence fails without the touching condition. Take $R=1$, $a=4\sqrt2$, $K_7=7$ and $K_8=8$. The lattice constant is twice its touching value, so the cell volume and the plane-wave saving are eight times larger. The saving exceeds 128, and the 25 local orbitals for $L=4$ still leave a smaller basis.

## (h) Margin at $L=3$

Show that

$$0<c\,8^3-\left(c\,7^3+\sum_{l=0}^{3}(2l+1)\right)<\frac15.$$

The sum is 16, so the middle expression is $c\,(8^3-7^3)-16$. By (f) it lies between 0 and 0.2.

The continuum estimate equals the average over the Brillouin zone of the number of plane waves with $|\mathbf k+\mathbf G|\le K$, so on average $L=3$ is nearly a tie. At a single $k$-point the balance can be quite different. At $\Gamma$, for example, $RK=7$ and $RK=8$ admit 27 and 59 plane waves, a saving of 32 instead of about 16.

```lean
/-- Lowering `R K` from 8 to 7 in the estimate `c (R K)³` and adding one local orbital for each
`(l, m)` with `l ≤ 3` gives a net reduction that is positive but smaller than one fifth of a basis
function. -/
theorem marginal_gain_f :
    0 < fccCoeff * 8 ^ 3 - (fccCoeff * 7 ^ 3 + (localOrbitalCount 3 : ℝ)) ∧
      fccCoeff * 8 ^ 3 - (fccCoeff * 7 ^ 3 + (localOrbitalCount 3 : ℝ)) < 1 / 5 := by
  obtain ⟨lo, hi⟩ := planeWave_saving
  have h16 : (localOrbitalCount 3 : ℝ) = 16 := by
    rw [localOrbitalCount_eq]
    norm_num
  rw [h16]
  constructor <;> linarith

end

end APWLocalOrbitalBasisSize
```

```lean
#print axioms APWLocalOrbitalBasisSize.basis_reduced_iff
-- 'APWLocalOrbitalBasisSize.basis_reduced_iff' depends on axioms: [propext, Classical.choice, Quot.sound]
#print axioms APWLocalOrbitalBasisSize.marginal_gain_f
-- 'APWLocalOrbitalBasisSize.marginal_gain_f' depends on axioms: [propext, Classical.choice, Quot.sound]
```
